# Traceless Hessian of the Coulomb potential of fixed point charges, and Earnshaw's theorem at second order

## One charge seen from unit distance

Place a unit charge at the origin, so that the potential at distance r is V = 1/r, and look at the point (1, 0, 0). Label the Cartesian axes 0, 1, 2. A step t along axis 0 is radial, and a step t along axis 1 or 2 is transverse:

    radial:      V = 1/(1 + t)    = 1 − t + t² − …       second derivative  2
    transverse:  V = 1/√(1 + t²)  = 1 − t²/2 + …         second derivative −1

The mixed second derivatives vanish, because reflection of axis 1 or of axis 2 leaves both V and the point unchanged. The Hessian is diag(2, −1, −1): the upward curvature along the line to the charge is cancelled by the downward curvature in the two transverse directions. The same cancellation occurs for each charge at any point where no charge sits, and it survives summation.

## Fixed charges and a probe

Take finitely many real charges qⱼ of either sign at fixed points aⱼ, and let rⱼ be the Euclidean distance from the field point x to aⱼ:

    V(x) = Σⱼ qⱼ / rⱼ

The Coulomb constant is set to 1, as in Gaussian or atomic units. A probe of charge Q at x has energy Q·V(x), so harmonic confinement in all directions would need a positive definite Hessian of V for Q > 0 and a negative definite one for Q < 0.

The nuclear part of a molecule's electrostatic potential, with finitely many clamped point nuclei and without the continuous electron density, has this form, as does the potential of finitely many fixed embedding charges acting on one mobile ion.

## The theorems in words

Points are functions `Fin 3 → ℝ`. The norm that Mathlib puts on this type is the maximum norm, so the Euclidean distance is defined separately as `dist3`. The vector `axis k` is the unit vector eₖ, and `axis i k` is the Kronecker delta δᵢₖ. The charges are indexed by a finite type `ι`; it may be empty, in which case V = 0, and the points aⱼ need not be distinct. `partialD k f y` is the derivative of t ↦ f(y + t eₖ) at t = 0.

`HasHessianAt f H x` says two things about a 3 × 3 matrix H: the first partial derivatives of f exist at all points near x, and ∂ᵢ∂ₖ f exists at x with value Hᵢₖ. Because existence is demanded, the value 0 that Lean's `deriv` returns for a non-differentiable function does not enter.

The four general theorems assume `∀ j, x ≠ a j`, that is, x lies in charge-free space. With v·Hv written `v ⬝ᵥ H *ᵥ v`, they read:

- `hasHessianAt_potential`: V has a Hessian at x, namely the explicit matrix `coulombHessian q a x` derived below.
- `hessian_symm_trace_zero`: any Hessian H of V at x is symmetric and has trace zero, which is Laplace's equation at x.
- `earnshaw`: it is false that v·Hv > 0 for all v ≠ 0, and false that v·Hv < 0 for all v ≠ 0.
- `hessian_indefinite`: if H ≠ 0, there are vectors v and w with v·Hv < 0 and w·Hw > 0. They are not normalised, and the strict inequalities force them to be nonzero.

None of them assumes that the gradient vanishes at x. The theorem `unit_charge_witness` states the matrix diag(2, −1, −1) of the opening case.

## From the distance to the Hessian

Consider one charge q at a, with displacement d = x − a and r² = Σₖ dₖ². Since x ≠ a, some component of d is nonzero and r > 0. From ∂ᵢdₖ = δᵢₖ and the chain rule,

    ∂ᵢ(r²) = Σₖ 2 dₖ δᵢₖ = 2 dᵢ
    ∂ᵢ r = 2 dᵢ / (2r) = dᵢ / r
    ∂ₖ(q/r) = −q (dₖ/r) / r² = −q dₖ / r³

The last formula holds wherever no charge sits. Finitely many points leave a whole neighbourhood of x free, so the formula may be differentiated again. With ∂ᵢ(r³) = 3r² dᵢ/r, the quotient rule gives

    ∂ᵢ∂ₖ(q/r) = [ −q δᵢₖ r³ + q dₖ · 3r² dᵢ/r ] / r⁶ = q (3 dᵢ dₖ − r² δᵢₖ) / r⁵

The Hessian H of V is the sum of these matrices over the charges, each with its own d and r. Every term is symmetric in i and k, and its trace is

    q (3 Σᵢ dᵢ² − 3 r²) / r⁵ = 0

For q = 1 and d = (1, 0, 0) the diagonal entries are 3 − 1, −1 and −1, as found above.

## Zero trace against definiteness

On the unit vectors the quadratic form returns the diagonal, eᵢ·Heᵢ = Hᵢᵢ. A positive definite form would make H₀₀, H₁₁ and H₂₂ all positive, and a negative definite one would make them all negative. Both contradict H₀₀ + H₁₁ + H₂₂ = 0.

For the sharper result, suppose v·Hv ≥ 0 for every v. The diagonal entries are then nonnegative with zero sum, so each vanishes. Symmetry gives

    (eᵢ ± eₖ)·H(eᵢ ± eₖ) = Hᵢᵢ + Hₖₖ ± 2Hᵢₖ = ± 2Hᵢₖ

For i ≠ k these vectors have length √2, and the value on the normalised vectors is ± Hᵢₖ. Both signs must be nonnegative, so Hᵢₖ = 0 and H = 0. A nonzero H therefore has a negative direction. The matrix −H is also symmetric, traceless and nonzero, and a negative direction of −H is a positive direction of H.

## What the second-order test leaves open

Earnshaw's name is attached to the statement that a charge has no stable equilibrium in such a field, whereas the theorems here concern the quadratic form of H at one point. They say nothing about higher orders where H = 0. That happens at the centre of a cube with equal charges on its corners, where cubic symmetry makes H a multiple of the identity and the zero trace makes it vanish. The file also stops short of Taylor's formula, which turns v·Hv < 0 at a stationary point into an actual decrease of V along v. The sources are finite in number, pointlike and immobile, and only the position of a single probe varies: continuous densities, infinite lattices, polarisable sources and time-dependent or magnetic fields lie outside the model.

## The Lean file

```lean
import Mathlib

open Matrix Topology

namespace CoulombEarnshaw

noncomputable section

/-- Components of the Cartesian unit vector `e_i`, that is the Kronecker delta `δ_ik`. -/
def axis (i k : Fin 3) : ℝ := if i = k then 1 else 0

/-- Euclidean distance between two points of three-dimensional space. -/
def dist3 (x a : Fin 3 → ℝ) : ℝ := Real.sqrt (∑ k, (x k - a k) ^ 2)

/-- Partial derivative of `f` along the axis `k` at the point `y`. -/
def partialD (k : Fin 3) (f : (Fin 3 → ℝ) → ℝ) (y : Fin 3 → ℝ) : ℝ :=
  deriv (fun t : ℝ => f (y + t • axis k)) 0

/-- `H` is the Hessian of `f` at `x`: the first partial derivatives exist near `x`, and
`∂_i ∂_k f` exists at `x` and equals `H i k`. -/
def HasHessianAt (f : (Fin 3 → ℝ) → ℝ) (H : Matrix (Fin 3) (Fin 3) ℝ) (x : Fin 3 → ℝ) : Prop :=
  (∀ᶠ y in 𝓝 x, ∀ k, DifferentiableAt ℝ (fun t : ℝ => f (y + t • axis k)) 0) ∧
    ∀ i k, HasDerivAt (fun t : ℝ => partialD k f (x + t • axis i)) (H i k) 0

variable {ι : Type*} [Fintype ι]

/-- Coulomb potential of charges `q j` fixed at the points `a j`. -/
def potential (q : ι → ℝ) (a : ι → Fin 3 → ℝ) (x : Fin 3 → ℝ) : ℝ :=
  ∑ j, q j / dist3 x (a j)

/-- The vector field `-∑_j q_j (x - a_j) / r_j³`. -/
def coulombGradient (q : ι → ℝ) (a : ι → Fin 3 → ℝ) (x : Fin 3 → ℝ) (k : Fin 3) : ℝ :=
  ∑ j, -(q j * (x k - a j k)) / dist3 x (a j) ^ 3

/-- The matrix `∑_j q_j (3 d_i d_k - r_j² δ_ik) / r_j⁵` with `d = x - a_j`. -/
def coulombHessian (q : ι → ℝ) (a : ι → Fin 3 → ℝ) (x : Fin 3 → ℝ) :
    Matrix (Fin 3) (Fin 3) ℝ :=
  Matrix.of fun i k => ∑ j, q j *
    (3 * (x i - a j i) * (x k - a j k) - dist3 x (a j) ^ 2 * axis i k) / dist3 x (a j) ^ 5

/-- Distinct points are at positive distance. -/
theorem dist3_pos {y a : Fin 3 → ℝ} (h : y ≠ a) : 0 < dist3 y a := by
  obtain ⟨k, hk⟩ := Function.ne_iff.1 h
  exact Real.sqrt_pos.2 (Finset.sum_pos' (fun _ _ => sq_nonneg _) ⟨k, Finset.mem_univ _,
    lt_of_le_of_ne (sq_nonneg _) (pow_ne_zero 2 (sub_ne_zero.2 hk)).symm⟩)

/-- The displacement component `d_k` changes at rate `δ_ik` along the axis `i`. -/
theorem hasDerivAt_coord (y a : Fin 3 → ℝ) (i k : Fin 3) :
    HasDerivAt (fun t : ℝ => (y + t • axis i) k - a k) (axis i k) 0 := by
  have h := (((hasDerivAt_id' (0 : ℝ)).mul_const (axis i k)).const_add (y k)).sub_const (a k)
  rw [one_mul] at h
  exact h

/-- Away from the source point, `∂_i r = d_i / r`. -/
theorem hasDerivAt_dist3 {y a : Fin 3 → ℝ} (h : y ≠ a) (i : Fin 3) :
    HasDerivAt (fun t : ℝ => dist3 (y + t • axis i) a) ((y i - a i) / dist3 y a) 0 := by
  have h0 := HasDerivAt.fun_sum (u := Finset.univ)
    fun k _ => (hasDerivAt_coord y a i k).fun_pow 2
  have hs : HasDerivAt (fun t : ℝ => ∑ k, ((y + t • axis i) k - a k) ^ 2)
      (2 * (y i - a i)) 0 := h0.congr_deriv (by simp [axis])
  have hp : 0 < ∑ k, (y k - a k) ^ 2 := Real.sqrt_pos.1 (dist3_pos h)
  have h1 := hs.sqrt (by simpa only [zero_smul, add_zero] using hp.ne')
  refine h1.congr_deriv ?_
  simp only [zero_smul, add_zero, dist3]
  exact mul_div_mul_left _ _ two_ne_zero

/-- Away from all charges, the partial derivatives of the potential are the components of
`-∑_j q_j (y - a_j) / r_j³`. -/
theorem hasDerivAt_potential (q : ι → ℝ) {a : ι → Fin 3 → ℝ} {y : Fin 3 → ℝ}
    (h : ∀ j, y ≠ a j) (k : Fin 3) :
    HasDerivAt (fun t : ℝ => potential q a (y + t • axis k)) (coulombGradient q a y k) 0 := by
  unfold potential coulombGradient
  refine HasDerivAt.fun_sum fun j _ => ?_
  have hr := (dist3_pos (h j)).ne'
  have h1 := (hasDerivAt_const (0 : ℝ) (q j)).fun_div (hasDerivAt_dist3 (h j) k)
    (by simpa only [zero_smul, add_zero] using hr)
  refine h1.congr_deriv ?_
  simp only [zero_smul, add_zero]
  field_simp
  ring

/-- Away from all charges, the potential has the Hessian
`∑_j q_j (3 d_i d_k - r_j² δ_ik) / r_j⁵`. -/
theorem hasHessianAt_potential (q : ι → ℝ) {a : ι → Fin 3 → ℝ} {x : Fin 3 → ℝ}
    (h : ∀ j, x ≠ a j) : HasHessianAt (potential q a) (coulombHessian q a x) x := by
  -- a whole neighbourhood of `x` is free of charges
  have hev : ∀ᶠ y in 𝓝 x, ∀ j, y ≠ a j :=
    Filter.eventually_all.2 fun j => eventually_ne_nhds (h j)
  refine ⟨hev.mono fun y hy k => (hasDerivAt_potential q hy k).differentiableAt, fun i k => ?_⟩
  -- differentiate the gradient formula term by term
  have hg : HasDerivAt (fun t : ℝ => coulombGradient q a (x + t • axis i) k)
      (coulombHessian q a x i k) 0 := by
    simp only [coulombGradient, coulombHessian, Matrix.of_apply]
    refine HasDerivAt.fun_sum fun j _ => ?_
    have hr := (dist3_pos (h j)).ne'
    have h1 := (((hasDerivAt_coord x (a j) i k).const_mul (q j)).fun_neg).fun_div
      ((hasDerivAt_dist3 (h j) i).fun_pow 3)
      (by simpa only [zero_smul, add_zero] using pow_ne_zero 3 hr)
    refine h1.congr_deriv ?_
    simp only [zero_smul, add_zero, Nat.cast_ofNat, Nat.reduceSub]
    field_simp
    ring
  have hc : Continuous fun t : ℝ => x + t • axis i := by fun_prop
  refine hg.congr_of_eventuallyEq ?_
  filter_upwards [(hc.tendsto' 0 x (by simp)).eventually hev] with t ht
  exact (hasDerivAt_potential q ht k).deriv

/-- Laplace's equation: away from all charges, the Hessian of the potential is symmetric
and has trace zero. -/
theorem hessian_symm_trace_zero (q : ι → ℝ) {a : ι → Fin 3 → ℝ} {x : Fin 3 → ℝ}
    (h : ∀ j, x ≠ a j) {H : Matrix (Fin 3) (Fin 3) ℝ} (hH : HasHessianAt (potential q a) H x) :
    (∀ i k, H i k = H k i) ∧ H.trace = 0 := by
  have e : H = coulombHessian q a x := by
    ext i k
    exact (hH.2 i k).unique ((hasHessianAt_potential q h).2 i k)
  subst e
  constructor
  · intro i k
    have hs : axis i k = axis k i := if_congr eq_comm rfl rfl
    simp only [coulombHessian, Matrix.of_apply]
    refine Finset.sum_congr rfl fun j _ => ?_
    rw [hs]
    ring
  · simp only [Matrix.trace, Matrix.diag_apply, coulombHessian, Matrix.of_apply]
    rw [Finset.sum_comm]
    refine Finset.sum_eq_zero fun j _ => ?_
    -- each charge contributes `3 ∑ d_i² - 3 r² = 0`
    have h2 : dist3 x (a j) ^ 2 = ∑ k, (x k - a j k) ^ 2 :=
      Real.sq_sqrt (Finset.sum_nonneg fun _ _ => sq_nonneg _)
    have hax : ∀ i, axis i i = 1 := fun i => if_pos rfl
    simp only [Fin.sum_univ_three, hax] at h2 ⊢
    linear_combination (-3 * q j / dist3 x (a j) ^ 5) * h2

/-- Second-order form of Earnshaw's theorem: away from all charges, the quadratic form of the
Hessian of the potential is neither positive definite nor negative definite. -/
theorem earnshaw (q : ι → ℝ) {a : ι → Fin 3 → ℝ} {x : Fin 3 → ℝ}
    (h : ∀ j, x ≠ a j) {H : Matrix (Fin 3) (Fin 3) ℝ} (hH : HasHessianAt (potential q a) H x) :
    (¬ ∀ v, v ≠ 0 → 0 < v ⬝ᵥ H *ᵥ v) ∧ (¬ ∀ v, v ≠ 0 → v ⬝ᵥ H *ᵥ v < 0) := by
  have ht := (hessian_symm_trace_zero q h hH).2
  rw [Matrix.trace_fin_three] at ht
  have hne : ∀ i, axis i ≠ 0 := fun i h0 => by simpa [axis] using congrFun h0 i
  have hb : ∀ i, axis i ⬝ᵥ H *ᵥ axis i = H i i := fun i => by
    simp [axis, dotProduct, Matrix.mulVec]
  constructor
  · intro hp
    linarith [hp _ (hne 0), hp _ (hne 1), hp _ (hne 2), hb 0, hb 1, hb 2]
  · intro hp
    linarith [hp _ (hne 0), hp _ (hne 1), hp _ (hne 2), hb 0, hb 1, hb 2]

/-- A nonzero symmetric traceless matrix has a direction in which its quadratic form is
negative. -/
theorem exists_neg_direction {H : Matrix (Fin 3) (Fin 3) ℝ} (hs : ∀ i k, H i k = H k i)
    (ht : H.trace = 0) (h0 : H ≠ 0) : ∃ v, v ⬝ᵥ H *ᵥ v < 0 := by
  by_contra hn
  have hp : ∀ v, 0 ≤ v ⬝ᵥ H *ᵥ v := fun v => not_lt.1 fun hv => hn ⟨v, hv⟩
  have hb : ∀ i k, axis i ⬝ᵥ H *ᵥ axis k = H i k := fun i k => by
    simp [axis, dotProduct, Matrix.mulVec]
  -- nonnegative diagonal entries with zero sum vanish
  have hd : ∀ i, H i i = 0 := fun i =>
    (Finset.sum_eq_zero_iff_of_nonneg (f := fun i => H i i)
      (fun i _ => (hp (axis i)).trans_eq (hb i i))).1 ht i (Finset.mem_univ i)
  apply h0
  ext i k
  have h1 := hp (axis i + axis k)
  have h2 := hp (axis i - axis k)
  simp only [add_dotProduct, dotProduct_add, sub_dotProduct, dotProduct_sub,
    Matrix.mulVec_add, Matrix.mulVec_sub, hb, hd] at h1 h2
  rw [Matrix.zero_apply]
  linarith [hs i k]

/-- Away from all charges, a nonzero Hessian of the potential has a direction of negative
curvature and a direction of positive curvature. -/
theorem hessian_indefinite (q : ι → ℝ) {a : ι → Fin 3 → ℝ} {x : Fin 3 → ℝ}
    (h : ∀ j, x ≠ a j) {H : Matrix (Fin 3) (Fin 3) ℝ} (hH : HasHessianAt (potential q a) H x)
    (h0 : H ≠ 0) : (∃ v, v ⬝ᵥ H *ᵥ v < 0) ∧ (∃ w, 0 < w ⬝ᵥ H *ᵥ w) := by
  obtain ⟨hs, ht⟩ := hessian_symm_trace_zero q h hH
  refine ⟨exists_neg_direction hs ht h0, ?_⟩
  obtain ⟨w, hw⟩ := exists_neg_direction (H := -H)
    (fun i k => by rw [Matrix.neg_apply, Matrix.neg_apply, hs i k])
    (by rw [Matrix.trace_neg, ht, neg_zero]) (neg_ne_zero.2 h0)
  rw [Matrix.neg_mulVec, dotProduct_neg] at hw
  exact ⟨w, by linarith⟩

/-- The potential of a unit charge at the origin has the Hessian `diag(2, -1, -1)` at the
point `(1, 0, 0)`. -/
theorem unit_charge_witness :
    HasHessianAt (potential (fun _ : Unit => 1) (fun _ => 0))
      !![2, 0, 0; 0, -1, 0; 0, 0, -1] ![1, 0, 0] := by
  have hd : dist3 ![1, 0, 0] 0 = 1 := by simp [dist3, Fin.sum_univ_three]
  have hne : (![1, 0, 0] : Fin 3 → ℝ) ≠ 0 := fun h0 => by simpa using congrFun h0 0
  have e : coulombHessian (fun _ : Unit => 1) (fun _ => 0) ![1, 0, 0]
      = !![2, 0, 0; 0, -1, 0; 0, 0, -1] := by
    ext i k
    fin_cases i <;> fin_cases k <;> simp [coulombHessian, hd, axis]
    norm_num
  rw [← e]
  exact hasHessianAt_potential _ fun _ => hne

end

end CoulombEarnshaw
```

```lean
#print axioms CoulombEarnshaw.earnshaw
-- 'CoulombEarnshaw.earnshaw' depends on axioms: [propext, Classical.choice, Quot.sound]
#print axioms CoulombEarnshaw.hessian_indefinite
-- 'CoulombEarnshaw.hessian_indefinite' depends on axioms: [propext, Classical.choice, Quot.sound]
```

## Chain and quotient rules along a line

Every derivative in the file is a one-variable derivative at t = 0, and the proofs compute them as `HasDerivAt` statements. `dist3_pos` picks a component in which the two points differ and bounds the sum of squares with `Finset.sum_pos'`. `hasDerivAt_coord` is ∂ᵢdₖ = δᵢₖ. In `hasDerivAt_dist3`, the squares are differentiated and summed to `2 * (y i - a i)`, `hs.sqrt` is the chain rule for the root, and `mul_div_mul_left` cancels the factor 2. `hasDerivAt_potential` treats one charge at a time through `HasDerivAt.fun_sum`, applies the quotient rule `fun_div` to q/r, and lets `field_simp` and `ring` bring the result to −q dₖ/r³, a term of `coulombGradient`.

`hasHessianAt_potential` starts with `hev`, the charge-free neighbourhood, which yields the first clause of `HasHessianAt` at once. Then `hg` differentiates the explicit formula `coulombGradient` by the quotient rule with denominator r³. The definition, however, asks for the derivative of `partialD k` applied to V. The line t ↦ x + t eᵢ is continuous (`hc`), so it stays in the neighbourhood for small t; there the two functions agree, and `congr_of_eventuallyEq` transfers the derivative.

## The trace and the test vectors

`hessian_symm_trace_zero` first identifies an arbitrary H with `coulombHessian q a x`, entry by entry, by uniqueness of derivatives. For the trace, `Finset.sum_comm` puts the sum over charges outside, `h2` is r² = Σₖ dₖ², and `linear_combination` multiplies it by −3q/r⁵ to show that each charge contributes zero.

In `earnshaw`, `hb` evaluates the form on the unit vectors, and `linarith` sets three strict inequalities against the zero trace. `exists_neg_direction` is pure linear algebra and argues by contradiction: `hd` makes the diagonal vanish, while `h1` and `h2` test eᵢ + eₖ and eᵢ − eₖ. `hessian_indefinite` applies it to H and to −H. `unit_charge_witness` evaluates `coulombHessian` on all nine entries, using `hd` for r = 1.

## The traceless tensor in a program

A routine for the electric field gradient of point charges loops over j and accumulates qⱼ(3 dᵢ dₖ − r² δᵢₖ)/r⁵; with the field E = −∇V one has ∂ᵢEₖ = −Hᵢₖ. Symmetry and zero trace leave five independent numbers out of nine, and the trace of the accumulated matrix should vanish to rounding error. If the δᵢₖ term is missing or carries a wrong constant factor, the trace becomes a nonzero multiple of Σⱼ qⱼ/rⱼ³, so this check exposes the error at points where that sum is nonzero; where it vanishes, as at the midpoint between charges +q and −q, the δᵢₖ contributions cancel and the accumulated matrix is correct despite the faulty code. A central difference with step s,

    Hₖₖ ≈ [ V(x + s eₖ) − 2V(x) + V(x − s eₖ) ] / s²

in general violates the zero trace at order s² (symmetry can remove the violation, as at the midpoint between +q and −q). For the opening case with s = 0.1 the three values are 2.0202, −0.9926 and −0.9926, with sum 0.035. In a harmonic analysis of a probe of mass m and charge Q ≠ 0 at a stationary point, with the Coulomb term as the only interaction, the squared angular frequencies are the eigenvalues of Q·H/m. They add up to zero, so a nonzero H yields at least one imaginary frequency. Finite differences, eigenvalues and the cube example appear in none of the theorems and rest on ordinary reasoning alone.
